# For Hermitian K, the zeros of det(1 + (z − 1)K) are real and nonpositive exactly when 0 ≤ K ≤ 1

Take one fermionic mode, occupied with probability $p$ and empty with probability $1-p$. Its counting generating function is
$$\chi(z)=(1-p)+pz=1+(z-1)p .$$
For $0<p\le 1$ the only zero is $z=1-1/p\le 0$. It sits at $0$ when the mode is full and runs to $-\infty$ as $p\to 0$; an empty mode has no zero. With several modes, an expectation value in a suitable orbital takes the place of $p$.

Let the modes be labelled by a finite type `n`. The scoped order on $\mathbb C$ opened below makes $0\le w$ mean that $w$ is real and nonnegative.

```lean
import Mathlib

open Matrix
open scoped ComplexOrder

namespace FreeFermionCountingZeros

noncomputable section

variable {n : Type*} [Fintype n] [DecidableEq n]
```

For a Gaussian fermionic state without pairing, such as a Slater determinant or a grand-canonical thermal state of noninteracting fermions, with one-body correlation matrix $K_{ij}=\langle c_j^\dagger c_i\rangle$, the generating function $\langle z^{N}\rangle$ of the particle number $N$ is $\chi(z)=\det(1+(z-1)K)$. The development takes this determinant as its definition and does not derive it from Fock space.

```lean
/-- The counting generating function `det (1 + (z - 1) K)` of free fermions with
one-body correlation matrix `K`. -/
def countingGF (K : Matrix n n ℂ) (z : ℂ) : ℂ := (1 + (z - 1) • K).det
```

The determinant vanishes exactly when its matrix annihilates some $v\neq0$. Since
$$(1+(z-1)K)v=v-(1-z)Kv,$$
this means $v=(1-z)Kv$. In the proof, `key` is the displayed identity, and a Mathlib lemma links the zero determinant to the nonzero kernel vector.

```lean
/-- The generating function vanishes at `z` exactly when some nonzero orbital `v`
satisfies `v = (1 - z) K v`. -/
theorem countingGF_eq_zero_iff (K : Matrix n n ℂ) (z : ℂ) :
    countingGF K z = 0 ↔ ∃ v : n → ℂ, v ≠ 0 ∧ v = (1 - z) • (K *ᵥ v) := by
  have key : ∀ v : n → ℂ, (1 + (z - 1) • K) *ᵥ v = v - (1 - z) • (K *ᵥ v) := by
    intro v
    rw [Matrix.add_mulVec, Matrix.one_mulVec, Matrix.smul_mulVec]
    module
  unfold countingGF
  rw [← Matrix.exists_mulVec_eq_zero_iff]
  simp only [key, sub_eq_zero]
```

Now suppose $0\le K\le p$ for a real number $p$. Take the inner product of $v=(1-z)Kv$ with $v$, and write $s=\langle v,v\rangle>0$ and $q=\langle v,Kv\rangle\ge0$. The vector need not be normalised; the occupation of its orbital is $q/s$. Then
$$s=(1-z)q,$$
with real and imaginary parts
$$s=(1-\operatorname{Re}z)\,q,\qquad 0=-(\operatorname{Im}z)\,q .$$
Because $s>0$, $q$ cannot vanish. Hence $\operatorname{Im}z=0$ and $1-\operatorname{Re}z=s/q>0$. The upper bound gives $q\le ps$, so
$$s=(1-\operatorname{Re}z)\,q\le p(1-\operatorname{Re}z)\,s,$$
and division by $s$ yields $1\le p(1-\operatorname{Re}z)$.

In Lean, $s$ and $q$ appear as the complex numbers `star v ⬝ᵥ v` and `star v ⬝ᵥ (K *ᵥ v)`, whose imaginary parts are zero by `hni` and `hqi`. The equation `he` is $s=(1-z)q$, and `h1` and `h2` are its two parts. The last inequality is obtained by contradiction, with `nlinarith` combining the products.

```lean
/-- If `0 ≤ K ≤ p` as Hermitian matrices, every complex zero `z` of the generating
function is real and satisfies `1 ≤ p (1 - z)`. -/
theorem zero_bound_of_occupation_le {K : Matrix n n ℂ} {p : ℝ} (hK : K.PosSemidef)
    (hp : ((p : ℂ) • (1 : Matrix n n ℂ) - K).PosSemidef) {z : ℂ}
    (hz : countingGF K z = 0) : z.im = 0 ∧ 1 ≤ p * (1 - z.re) := by
  obtain ⟨v, hv, hvK⟩ := (countingGF_eq_zero_iff K z).1 hz
  have hq := hK.dotProduct_mulVec_nonneg v
  have hr := hp.dotProduct_mulVec_nonneg v
  rw [Matrix.sub_mulVec, Matrix.smul_mulVec, Matrix.one_mulVec, dotProduct_sub,
    dotProduct_smul, smul_eq_mul] at hr
  have hn : 0 < star v ⬝ᵥ v :=
    lt_of_le_of_ne (dotProduct_star_self_nonneg v)
      (Ne.symm (mt dotProduct_star_self_eq_zero.1 hv))
  -- the inner product of `v` with both sides of `v = (1 - z) K v`
  have he : star v ⬝ᵥ v = (1 - z) * (star v ⬝ᵥ (K *ᵥ v)) := by
    have h := congrArg (fun w => star v ⬝ᵥ w) hvK
    simpa only [dotProduct_smul, smul_eq_mul] using h
  obtain ⟨hq0, hqi⟩ := Complex.nonneg_iff.1 hq
  obtain ⟨hn0, hni⟩ := Complex.pos_iff.1 hn
  have hr0 := (Complex.nonneg_iff.1 hr).1
  have h1 := congrArg Complex.re he
  have h2 := congrArg Complex.im he
  simp only [Complex.sub_re, Complex.mul_re, Complex.ofReal_re, Complex.ofReal_im,
    ← hni] at hr0
  simp only [Complex.mul_re, Complex.sub_re, Complex.one_re, ← hqi] at h1
  simp only [Complex.mul_im, Complex.sub_im, Complex.one_im, ← hqi, ← hni] at h2
  have hqpos : 0 < (star v ⬝ᵥ (K *ᵥ v)).re :=
    lt_of_le_of_ne hq0 (fun h => by rw [← h] at h1; linarith)
  constructor
  · have hy : z.im * (star v ⬝ᵥ (K *ᵥ v)).re = 0 := by linarith
    exact (mul_eq_zero.1 hy).resolve_right hqpos.ne'
  · have hx : 0 < 1 - z.re := by
      by_contra hneg
      have hneg' : 0 ≤ -(1 - z.re) := by linarith
      have := mul_nonneg hneg' hq0
      linarith
    by_contra hlt
    have hlt' : 0 < 1 - p * (1 - z.re) := by linarith
    have a1 := mul_pos hn0 hlt'
    have a2 := mul_nonneg hx.le hr0
    nlinarith [a1, a2, h1]
```

The Pauli principle limits the occupation of every normalised orbital to the interval $[0,1]$, which is the pair of conditions $K\ge0$ and $1-K\ge0$. Each `PosSemidef` hypothesis includes Hermiticity. Setting $p=1$ gives $1\le1-\operatorname{Re}z$, that is, $\operatorname{Re}z\le0$. For a Gaussian state without pairing on a finite lattice, $K$ may be the correlation matrix restricted to a subregion, and the theorem then constrains the particle-number statistics there.

```lean
/-- Free-fermion counting has only nonpositive real zeros: if `K` and `1 - K` are
positive semidefinite, every complex zero of `det (1 + (z - 1) K)` is real and `≤ 0`. -/
theorem counting_zeros_real_nonpos {K : Matrix n n ℂ} (hK : K.PosSemidef)
    (hK1 : (1 - K).PosSemidef) {z : ℂ} (hz : countingGF K z = 0) :
    z.im = 0 ∧ z.re ≤ 0 := by
  have h := zero_bound_of_occupation_le (p := 1) hK (by simpa using hK1) hz
  exact ⟨h.1, by linarith [h.2]⟩
```

For the converse, let $Kv=pv$ with $v\ne0$ and $p\neq0$. At $z=1-1/p$,
$$(1-z)Kv=p^{-1}pv=v,$$
so $\chi(z)=0$, as for the single mode.

```lean
/-- An eigenvector of `K` with nonzero eigenvalue `p` produces a zero of the
generating function at `1 - 1/p`. -/
theorem zero_of_eigenvector {K : Matrix n n ℂ} {v : n → ℂ} {p : ℂ} (hv : v ≠ 0)
    (hp : p ≠ 0) (h : K *ᵥ v = p • v) : countingGF K (1 - p⁻¹) = 0 := by
  rw [countingGF_eq_zero_iff]
  refine ⟨v, hv, ?_⟩
  rw [h, smul_smul, sub_sub_cancel, inv_mul_cancel₀ hp, one_smul]
```

A Hermitian matrix $A$ has an orthonormal eigenbasis. If $w$ has components $c_i$ in it, then $\langle w,Aw\rangle=\sum_i\mu_i|c_i|^2$, which is nonnegative when every eigenvalue $\mu_i$ is. The lemma applies its hypothesis to each vector of Mathlib's eigenbasis.

```lean
/-- A Hermitian matrix whose real eigenvalues are all nonnegative is positive
semidefinite. -/
theorem posSemidef_of_eigenvectors {A : Matrix n n ℂ} (hA : A.IsHermitian)
    (h : ∀ (μ : ℝ) (v : n → ℂ), v ≠ 0 → A *ᵥ v = (μ : ℂ) • v → 0 ≤ μ) :
    A.PosSemidef := by
  rw [hA.posSemidef_iff_eigenvalues_nonneg]
  intro i
  refine h (hA.eigenvalues i) (hA.eigenvectorBasis i).ofLp ?_ ?_
  · intro h0
    refine hA.eigenvectorBasis.orthonormal.ne_zero i ?_
    ext j
    exact congrFun h0 j
  · refine (hA.mulVec_eigenvectorBasis i).trans ?_
    ext j
    simp
```

Assume that $K$ is Hermitian and that all zeros of $\chi$ are real and nonpositive. A nonzero eigenvalue $p$ gives $1-1/p\le0$, so $1/p\ge1$ and $0<p\le1$. The eigenvalue $p=0$ already satisfies the bounds. This is `occ`, and it gives $K\ge0$. If $(1-K)v=\mu v$, then $Kv=(1-\mu)v$, so $1-\mu\le1$ and $\mu\ge0$; hence $1-K\ge0$.

```lean
/-- For Hermitian `K`, the bounds `0 ≤ K ≤ 1` hold if and only if all complex zeros of
the counting generating function are real and nonpositive. -/
theorem occupation_bounds_iff_zeros {K : Matrix n n ℂ} (hK : K.IsHermitian) :
    (K.PosSemidef ∧ (1 - K).PosSemidef) ↔
      ∀ z : ℂ, countingGF K z = 0 → z.im = 0 ∧ z.re ≤ 0 := by
  refine ⟨fun h z hz => counting_zeros_real_nonpos h.1 h.2 hz, fun h => ?_⟩
  -- each nonzero eigenvalue `p` is bounded by means of the zero at `1 - 1/p`
  have occ : ∀ (p : ℝ) (v : n → ℂ), v ≠ 0 → K *ᵥ v = (p : ℂ) • v → 0 ≤ p ∧ p ≤ 1 := by
    intro p v hv hKv
    by_cases hp : p = 0
    · rw [hp]
      norm_num
    · have hz := (h _ (zero_of_eigenvector hv (Complex.ofReal_ne_zero.2 hp) hKv)).2
      rw [← Complex.ofReal_inv, Complex.sub_re, Complex.one_re, Complex.ofReal_re] at hz
      have hpos : 0 < p := inv_pos.1 (by linarith)
      have h1 : 0 ≤ p⁻¹ - 1 := by linarith
      exact ⟨hpos.le, by nlinarith [mul_inv_cancel₀ hp, mul_nonneg hpos.le h1]⟩
  constructor
  · exact posSemidef_of_eigenvectors hK (fun μ v hv hμ => (occ μ v hv hμ).1)
  · refine posSemidef_of_eigenvectors (Matrix.isHermitian_one.sub hK) ?_
    intro μ v hv hμ
    rw [Matrix.sub_mulVec, Matrix.one_mulVec] at hμ
    have hKv : K *ᵥ v = ((1 - μ : ℝ) : ℂ) • v := by
      push_cast
      rw [sub_smul, one_smul, ← hμ]
      abel
    linarith [(occ (1 - μ) v hv hKv).2]
```

No smaller part of the real axis would contain the zeros in all cases. Given reals $x_i\le0$, choose independent modes with occupations $p_i=1/(1-x_i)$.

```lean
/-- The diagonal matrix with entries `1 / (1 - x i)`. When every `x i ≤ 0`, the entries lie in `(0,
1]` and can be read as the occupations of independent modes. -/
def modesWithZeros (x : n → ℝ) : Matrix n n ℂ :=
  Matrix.diagonal fun i => (((1 - x i)⁻¹ : ℝ) : ℂ)
```

Each diagonal entry of $1+(z-1)K$ is
$$1+\frac{z-1}{1-x_i}=\frac{z-x_i}{1-x_i},$$
so
$$\chi(z)=\prod_i\frac{z-x_i}{1-x_i},$$
which vanishes exactly when $z$ equals some $x_i$. The theorem states this as an equality of zero sets, without multiplicities. In the proof, `hd` is the entrywise identity. The matrix is Hermitian because its diagonal is real, and the occupation bounds then follow from the converse just proved.

```lean
/-- Any finite family of nonpositive reals `x i` is the exact zero set of the generating
function of a correlation matrix with `0 ≤ K ≤ 1`, namely `modesWithZeros x`. -/
theorem prescribed_zeros (x : n → ℝ) (hx : ∀ i, x i ≤ 0) :
    (modesWithZeros x).PosSemidef ∧ (1 - modesWithZeros x).PosSemidef ∧
      ∀ z : ℂ, countingGF (modesWithZeros x) z = 0 ↔ ∃ i, z = (x i : ℂ) := by
  have hzeros : ∀ z : ℂ, countingGF (modesWithZeros x) z = 0 ↔ ∃ i, z = (x i : ℂ) := by
    intro z
    -- the determinant factorises over the independent modes
    have hd : 1 + (z - 1) • modesWithZeros x =
        Matrix.diagonal fun i => (z - (x i : ℂ)) * (1 - (x i : ℂ))⁻¹ := by
      ext i j
      by_cases hij : i = j
      · subst hij
        have hr : (1 : ℝ) - x i ≠ 0 := by linarith [hx i]
        have hc : (1 : ℂ) - (x i : ℂ) ≠ 0 := by exact_mod_cast hr
        simp only [modesWithZeros, Matrix.add_apply, Matrix.smul_apply,
          Matrix.one_apply_eq, Matrix.diagonal_apply_eq, smul_eq_mul]
        push_cast
        field_simp
        ring
      · simp [modesWithZeros, hij]
    unfold countingGF
    rw [hd, Matrix.det_diagonal, Finset.prod_eq_zero_iff]
    constructor
    · rintro ⟨i, -, hi⟩
      have hr : (1 : ℝ) - x i ≠ 0 := by linarith [hx i]
      have hc : (1 : ℂ) - (x i : ℂ) ≠ 0 := by exact_mod_cast hr
      exact ⟨i, sub_eq_zero.1 ((mul_eq_zero.1 hi).resolve_right (inv_ne_zero hc))⟩
    · rintro ⟨i, hi⟩
      exact ⟨i, Finset.mem_univ i, by rw [hi, sub_self, zero_mul]⟩
  have hH : (modesWithZeros x).IsHermitian := by
    unfold modesWithZeros
    rw [Matrix.IsHermitian, Matrix.diagonal_conjTranspose]
    congr 1
    funext i
    exact Complex.conj_ofReal _
  have hb := (occupation_bounds_iff_zeros hH).2 (fun z hz => by
    obtain ⟨i, rfl⟩ := (hzeros z).1 hz
    exact ⟨Complex.ofReal_im _, by rw [Complex.ofReal_re]; exact hx i⟩)
  exact ⟨hb.1, hb.2, hzeros⟩

end

end FreeFermionCountingZeros
```

```lean
#print axioms FreeFermionCountingZeros.counting_zeros_real_nonpos
#print axioms FreeFermionCountingZeros.prescribed_zeros
```

```
'FreeFermionCountingZeros.counting_zeros_real_nonpos' depends on axioms: [propext, Classical.choice, Quot.sound]
'FreeFermionCountingZeros.prescribed_zeros' depends on axioms: [propext, Classical.choice, Quot.sound]
```
